# The Kohn-Sham gap of a two-site bond with hopping t and orbital densities p, q is t/√(pq)

When a bond between two different atoms is stretched, the hopping between them dies away, while the share of the electron density on each atom can stay finite. For a bond modelled by two sites and one hopping amplitude, the theorems below give the difference of site potentials that holds such a density in place, and the Kohn-Sham gap that results. Here $t>0$, and $p$ and $q$ are the densities of the normalised lower orbital on the two sites, both positive, with $p+q=1$.

```lean
import Mathlib

open Matrix

namespace StretchedBondGap

noncomputable section

/-- The Kohn-Sham Hamiltonian of a two-site bond with site potentials `v₁`, `v₂` and
hopping amplitude `-t`. -/
def hamiltonian (t v₁ v₂ : ℝ) : Matrix (Fin 2) (Fin 2) ℝ := !![v₁, -t; -t, v₂]

/-- `E` is an orbital energy: the Hamiltonian has a nonzero eigenvector with eigenvalue `E`. -/
def IsLevel (t v₁ v₂ E : ℝ) : Prop :=
  ∃ φ : Fin 2 → ℝ, φ ≠ 0 ∧ hamiltonian t v₁ v₂ *ᵥ φ = E • φ

/-- `ψ` is a ground state: a normalised eigenvector whose energy is the lowest level. -/
def IsGroundState (t v₁ v₂ : ℝ) (ψ : Fin 2 → ℝ) : Prop :=
  ψ ⬝ᵥ ψ = 1 ∧ ∃ E, hamiltonian t v₁ v₂ *ᵥ ψ = E • ψ ∧ ∀ E', IsLevel t v₁ v₂ E' → E ≤ E'

/-- Some ground state has the site densities `p` and `q`. -/
def HasGroundDensity (t v₁ v₂ p q : ℝ) : Prop :=
  ∃ ψ, IsGroundState t v₁ v₂ ψ ∧ ψ 0 ^ 2 = p ∧ ψ 1 ^ 2 = q

/-- `g` is the Kohn-Sham gap: it is positive, and the levels are exactly some `E₀` and
`E₀ + g`. -/
def IsGap (t v₁ v₂ g : ℝ) : Prop :=
  0 < g ∧ ∃ E₀, ∀ E, IsLevel t v₁ v₂ E ↔ E = E₀ ∨ E = E₀ + g

/-- The eigenvalue equation written out site by site. -/
theorem eigen_iff (t v₁ v₂ E : ℝ) (φ : Fin 2 → ℝ) :
    hamiltonian t v₁ v₂ *ᵥ φ = E • φ ↔
      v₁ * φ 0 + -t * φ 1 = E * φ 0 ∧ -t * φ 0 + v₂ * φ 1 = E * φ 1 := by
  rw [funext_iff, Fin.forall_fin_two]
  simp [hamiltonian, Matrix.mulVec, dotProduct, Fin.sum_univ_two]

/-- The secular equation: `E` is a level exactly when `(E - v₁)(E - v₂) = t²`. -/
theorem isLevel_iff (t v₁ v₂ E : ℝ) :
    IsLevel t v₁ v₂ E ↔ (E - v₁) * (E - v₂) = t ^ 2 := by
  constructor
  · rintro ⟨φ, hφ, h⟩
    obtain ⟨h1, h2⟩ := (eigen_iff t v₁ v₂ E φ).1 h
    -- the secular determinant annihilates both amplitudes
    have e0 : ((E - v₁) * (E - v₂) - t ^ 2) * φ 0 = 0 := by
      linear_combination (v₂ - E) * h1 + t * h2
    have e1 : ((E - v₁) * (E - v₂) - t ^ 2) * φ 1 = 0 := by
      linear_combination t * h1 + (v₁ - E) * h2
    by_contra hD
    have hD' := sub_ne_zero.2 hD
    apply hφ
    rw [funext_iff, Fin.forall_fin_two]
    exact ⟨(mul_eq_zero.1 e0).resolve_left hD', (mul_eq_zero.1 e1).resolve_left hD'⟩
  · intro h
    rcases eq_or_ne t 0 with rfl | ht
    · -- without hopping the levels are the site potentials
      rcases mul_eq_zero.1 (h.trans (by norm_num)) with h | h
      · refine ⟨![1, 0], fun h0 => ?_, (eigen_iff _ _ _ _ _).2 ⟨?_, ?_⟩⟩
        · have := congrFun h0 0
          simp at this
        · show v₁ * 1 + -0 * 0 = E * 1
          linear_combination -h
        · show -0 * 1 + v₂ * 0 = E * 0
          ring
      · refine ⟨![0, 1], fun h0 => ?_, (eigen_iff _ _ _ _ _).2 ⟨?_, ?_⟩⟩
        · have := congrFun h0 1
          simp at this
        · show v₁ * 0 + -0 * 1 = E * 0
          ring
        · show -0 * 0 + v₂ * 1 = E * 1
          linear_combination -h
    · refine ⟨![t, v₁ - E], fun h0 => ht (congrFun h0 0), (eigen_iff _ _ _ _ _).2 ⟨?_, ?_⟩⟩
      · show v₁ * t + -t * (v₁ - E) = E * t
        ring
      · show -t * t + v₂ * (v₁ - E) = E * (v₁ - E)
        linear_combination h

/-- For hopping `t > 0` the gap at given site potentials is `√((v₁ - v₂)² + 4t²)`. -/
theorem isGap_iff {t : ℝ} (ht : 0 < t) (v₁ v₂ g : ℝ) :
    IsGap t v₁ v₂ g ↔ g = √((v₁ - v₂) ^ 2 + 4 * t ^ 2) := by
  constructor
  · rintro ⟨hg, E₀, h⟩
    have h0 := (isLevel_iff t v₁ v₂ _).1 ((h E₀).2 (Or.inl rfl))
    have h1 := (isLevel_iff t v₁ v₂ _).1 ((h (E₀ + g)).2 (Or.inr rfl))
    -- the two levels add up to the trace
    have hm : g * (2 * E₀ + g - v₁ - v₂) = 0 := by linear_combination h1 - h0
    have hs := (mul_eq_zero.1 hm).resolve_left hg.ne'
    have hg' : g = v₁ + v₂ - 2 * E₀ := by linarith
    have h2 : (v₁ - v₂) ^ 2 + 4 * t ^ 2 = g ^ 2 := by
      rw [hg']
      linear_combination -4 * h0
    rw [h2, Real.sqrt_sq hg.le]
  · intro hg
    have hg2 : g ^ 2 = (v₁ - v₂) ^ 2 + 4 * t ^ 2 := by
      rw [hg, Real.sq_sqrt (by positivity)]
    have hpos : 0 < g := by
      rw [hg]
      positivity
    refine ⟨hpos, (v₁ + v₂ - g) / 2, fun E => ?_⟩
    rw [isLevel_iff]
    constructor
    · intro h
      have hf : (E - (v₁ + v₂ - g) / 2) * (E - ((v₁ + v₂ - g) / 2 + g)) = 0 := by
        linear_combination h - hg2 / 4
      exact (mul_eq_zero.1 hf).imp sub_eq_zero.1 sub_eq_zero.1
    · rintro (rfl | rfl) <;> linear_combination hg2 / 4

/-- Inversion of the density: for `t, p, q > 0` and `p + q = 1`, the bond has ground-state
density `(p, q)` exactly when `v₁ - v₂ = t (q - p) / √(pq)`. -/
theorem hasGroundDensity_iff {t p q : ℝ} (ht : 0 < t) (hp : 0 < p) (hq : 0 < q)
    (hpq : p + q = 1) (v₁ v₂ : ℝ) :
    HasGroundDensity t v₁ v₂ p q ↔ v₁ - v₂ = t * (q - p) / √(p * q) := by
  constructor
  · rintro ⟨ψ, ⟨-, E, hψ, hmin⟩, rfl, rfl⟩
    obtain ⟨h1, h2⟩ := (eigen_iff t v₁ v₂ E ψ).1 hψ
    have ha : ψ 0 ≠ 0 := fun h => by simp [h] at hp
    have hE := (isLevel_iff t v₁ v₂ E).1 ⟨ψ, fun h0 => ha (congrFun h0 0), hψ⟩
    -- the other level lies above, so the two amplitudes have the same sign
    have hle := hmin (v₁ + v₂ - E) ((isLevel_iff _ _ _ _).2 (by linear_combination hE))
    have hsum : (v₁ + v₂ - 2 * E) * (ψ 0 * ψ 1) = t := by
      linear_combination ψ 1 * h1 + ψ 0 * h2 + t * hpq
    have hab : 0 < ψ 0 * ψ 1 := by
      by_contra hc
      have hn : 0 ≤ v₁ + v₂ - 2 * E := by linarith
      have := mul_nonpos_of_nonneg_of_nonpos hn (not_lt.1 hc)
      linarith
    rw [← mul_pow, Real.sqrt_sq hab.le, eq_div_iff hab.ne']
    linear_combination ψ 1 * h1 - ψ 0 * h2
  · intro h
    obtain ⟨s, hs, rfl⟩ : ∃ s, 0 < s ∧ p = s ^ 2 :=
      ⟨√p, Real.sqrt_pos.2 hp, (Real.sq_sqrt hp.le).symm⟩
    obtain ⟨r, hr, rfl⟩ : ∃ r, 0 < r ∧ q = r ^ 2 :=
      ⟨√q, Real.sqrt_pos.2 hq, (Real.sq_sqrt hq.le).symm⟩
    rw [← mul_pow, Real.sqrt_sq (by positivity), eq_div_iff (by positivity)] at h
    obtain ⟨E, hE⟩ : ∃ E, E = v₁ - t * r / s := ⟨_, rfl⟩
    have a1 : (v₁ - E) * s = t * r := by
      rw [hE, sub_sub_cancel, div_mul_cancel₀ _ hs.ne']
    have a2 : (v₂ - E) * r = t * s := by
      apply mul_left_cancel₀ hs.ne'
      linear_combination r * a1 - h
    have b1 : 0 < v₁ - E := pos_of_mul_pos_left (by rw [a1]; positivity) hs.le
    have b2 : 0 < v₂ - E := pos_of_mul_pos_left (by rw [a2]; positivity) hr.le
    have hprod : (v₁ - E) * (v₂ - E) = t ^ 2 := by
      apply mul_right_cancel₀ (mul_pos hs hr).ne'
      linear_combination (v₂ - E) * r * a1 + t * r * a2
    refine ⟨![s, r], ⟨?_, E, (eigen_iff _ _ _ _ _).2 ⟨?_, ?_⟩, fun E' hE' => ?_⟩, rfl, rfl⟩
    · simp only [dotProduct, Fin.sum_univ_two]
      show s * s + r * r = 1
      linear_combination hpq
    · show v₁ * s + -t * r = E * s
      linear_combination a1
    · show -t * s + v₂ * r = E * r
      linear_combination a2
    · -- a level below `E` would violate the secular equation
      have h' := (isLevel_iff _ _ _ _).1 hE'
      by_contra hc
      have hd : 0 < E - E' := sub_pos.2 (not_le.1 hc)
      have hpos : 0 < (E - E') * ((v₁ - E) + (v₂ - E) + (E - E')) := by positivity
      have hzero : (E - E') * ((v₁ - E) + (v₂ - E) + (E - E')) = 0 := by
        linear_combination h' - hprod
      linarith

/-- Kohn-Sham gap at given density: if `t, p, q > 0` and the ground-state density is
`(p, q)`, the gap is `t / √(pq)`. -/
theorem isGap_iff_of_density {t p q v₁ v₂ : ℝ} (ht : 0 < t) (hp : 0 < p) (hq : 0 < q)
    (h : HasGroundDensity t v₁ v₂ p q) (g : ℝ) :
    IsGap t v₁ v₂ g ↔ g = t / √(p * q) := by
  have hpq : p + q = 1 := by
    obtain ⟨ψ, ⟨hn, -⟩, rfl, rfl⟩ := h
    simp only [dotProduct, Fin.sum_univ_two] at hn
    linear_combination hn
  have hstep := (hasGroundDensity_iff ht hp hq hpq v₁ v₂).1 h
  have hR : 0 < √(p * q) := Real.sqrt_pos.2 (mul_pos hp hq)
  have hR2 : √(p * q) ^ 2 = p * q := Real.sq_sqrt (mul_pos hp hq).le
  -- (q - p)² + 4pq = (p + q)² = 1
  have key : (v₁ - v₂) ^ 2 + 4 * t ^ 2 = (t / √(p * q)) ^ 2 := by
    rw [hstep, div_pow, div_pow, hR2, eq_div_iff (mul_pos hp hq).ne', add_mul,
      div_mul_cancel₀ _ (mul_pos hp hq).ne']
    linear_combination t ^ 2 * (p + q + 1) * hpq
  rw [isGap_iff ht, key, Real.sqrt_sq (by positivity)]

/-- Linear closing of the gap: for two bonds with positive hoppings `t`, `t'` and the same
ground-state density `(p, q)`, `p, q > 0`, the gaps are in the ratio of the hoppings. -/
theorem gap_ratio {t t' p q v₁ v₂ w₁ w₂ g g' : ℝ} (ht : 0 < t) (ht' : 0 < t')
    (hp : 0 < p) (hq : 0 < q) (h : HasGroundDensity t v₁ v₂ p q)
    (h' : HasGroundDensity t' w₁ w₂ p q) (hg : IsGap t v₁ v₂ g) (hg' : IsGap t' w₁ w₂ g') :
    g' / g = t' / t := by
  have hR : √(p * q) ≠ 0 := (Real.sqrt_pos.2 (mul_pos hp hq)).ne'
  rw [(isGap_iff_of_density ht hp hq h g).1 hg, (isGap_iff_of_density ht' hp hq h' g').1 hg',
    div_div_div_cancel_right₀ hR]

/-- For hopping `t > 0` the gap exceeds `|v₁ - v₂|`. -/
theorem abs_step_lt_gap {t v₁ v₂ g : ℝ} (ht : 0 < t) (hg : IsGap t v₁ v₂ g) :
    |v₁ - v₂| < g := by
  have hg2 : g ^ 2 = (v₁ - v₂) ^ 2 + 4 * t ^ 2 := by
    rw [(isGap_iff ht v₁ v₂ g).1 hg, Real.sq_sqrt (by positivity)]
  have ht2 : 0 < t ^ 2 := by positivity
  exact abs_lt_of_sq_lt_sq (by linarith) hg.1.le

end

end StretchedBondGap
```

```lean
#print axioms StretchedBondGap.isGap_iff_of_density
#print axioms StretchedBondGap.gap_ratio
#print axioms StretchedBondGap.abs_step_lt_gap
```

```
'StretchedBondGap.isGap_iff_of_density' depends on axioms: [propext, Classical.choice, Quot.sound]
'StretchedBondGap.gap_ratio' depends on axioms: [propext, Classical.choice, Quot.sound]
'StretchedBondGap.abs_step_lt_gap' depends on axioms: [propext, Classical.choice, Quot.sound]
```

## What is stated about potentials, density and gap

The Hamiltonian is the real symmetric matrix

$$H=\begin{pmatrix} v_1 & -t\\ -t & v_2\end{pmatrix},$$

with site potentials $v_1,v_2$ and hopping amplitude $-t$. Lean numbers the two components of a vector 0 and 1, so `ψ 0` is the amplitude on the site with potential $v_1$ and `ψ 1` the amplitude on the site with $v_2$.

- `IsLevel` says that $E$ is an eigenvalue with a nonzero real eigenvector.
- `IsGroundState` asks for a normalised eigenvector whose energy is at or below every level.
- `HasGroundDensity` says that some ground state has squared amplitudes $p$ and $q$. This is the density of one orbital, so $p+q=1$. If two electrons of opposite spin fill the orbital, the site occupations are $2p$ and $2q$, and many treatments of the two-site model use those numbers instead.
- `IsGap` says that $g>0$ and that the levels are exactly $E_0$ and $E_0+g$ for some $E_0$. With the lower orbital doubly filled, $g$ is the HOMO-LUMO gap.

The theorem `hasGroundDensity_iff` takes $t,p,q>0$ with $p+q=1$ and states that the ground-state density is $(p,q)$ if and only if

$$v_1-v_2=\frac{t\,(q-p)}{\sqrt{pq}} .$$

By `isGap_iff_of_density`, a bond with $t>0$ and ground-state density $(p,q)$, both positive, has the gap $t/\sqrt{pq}$ and no other. Here $p+q=1$ is not assumed, since it follows from the normalisation of the ground state. The theorem `gap_ratio` compares two bonds with the same density and positive hoppings $t$ and $t'$: their gaps satisfy $g'/g=t'/t$.

Fixed, unequal potentials behave differently. By `abs_step_lt_gap`, the gap exceeds $|v_1-v_2|$ for every $t>0$. If $v_1\neq v_2$, it therefore stays open as $t\to0$. For equal potentials the bound is zero, and the gap $2t$ does close.

## What this means for a stretched molecule

In this non-interacting two-site model, a density that keeps fixed, nonzero shares on both sites during stretching requires a potential difference proportional to $t$, which is zero if the shares are equal. If the potential difference instead tends to a nonzero value as $t\to0$, the gap stays open, and the inversion formula then forces the density towards the site with the lower potential.

The step from the model to a molecule is the reduction of its Kohn-Sham equation to two orthonormal site orbitals with a single hopping, and that step is assumed. The electron interaction has no term of its own in the model and can enter only through the values of $v_1$, $v_2$ and $t$, and $g$ is a difference of orbital energies, not the fundamental gap of the interacting system.

## The levels and their separation

Write $a,b$ for the amplitudes `φ 0`, `φ 1`. The eigenvalue equation reads

$$v_1a-tb=Ea,\qquad -ta+v_2b=Eb,$$

which is the content of `eigen_iff`. Hence $(E-v_1)a=-tb$ and $(E-v_2)b=-ta$. Multiplying the first relation by $E-v_2$ and using the second gives $(E-v_1)(E-v_2)a=t^2a$, and the same holds for $b$. Since $a$ and $b$ are not both zero,

$$(E-v_1)(E-v_2)=t^2 .$$

Conversely, if this equation holds and $t\neq0$, the vector $(t,\,v_1-E)$ is an eigenvector. For $t=0$ the levels are the site potentials, and the unit vectors serve. This is `isLevel_iff`. Its proof obtains the two products as `e0` and `e1` by `linear_combination`, which checks that an equation follows from given ones with stated coefficients.

Completing the square turns the secular equation into

$$\Bigl(E-\tfrac{v_1+v_2}{2}\Bigr)^2=\frac{(v_1-v_2)^2+4t^2}{4},$$

so the levels lie $\sqrt{(v_1-v_2)^2+4t^2}$ apart. In `isGap_iff`, one direction subtracts the secular equations of $E_0$ and $E_0+g$. This gives $g(2E_0+g-v_1-v_2)=0$, so the levels add up to $v_1+v_2$, and $g^2$ follows. The other direction factorises the secular equation with the two roots inserted. The bound $g>|v_1-v_2|$ is then immediate from $4t^2>0$.

## From the density to the potential difference

Let $(a,b)$ now be a ground state with energy $E$, $a^2=p$ and $b^2=q$. The secular equation is unchanged when $E$ is replaced by $v_1+v_2-E$, so that number is also a level. Since $E$ is the lowest, $v_1+v_2-2E\ge0$.

Multiply the first component equation by $b$ and the second by $a$:

$$v_1ab-tb^2=Eab,\qquad v_2ab-ta^2=Eab .$$

Their sum, with $a^2+b^2=1$, is

$$(v_1+v_2-2E)\,ab=t>0 .$$

The bracket is not negative, so $ab>0$ and $ab=\sqrt{pq}$. Their difference is $(v_1-v_2)\,ab=t(q-p)$, and division by $ab$ gives the formula. In the Lean proof, `hle` is the minimality, `hsum` the sum, `hab` the sign, and the last `linear_combination` of that direction the difference.

## From the potential difference to the density

Suppose the formula for $v_1-v_2$ holds. Put $s=\sqrt p$, $r=\sqrt q$ and $E=v_1-tr/s$. Then $v_1-E=tr/s$, and

$$v_2-E=\frac{tr}{s}-\frac{t(r^2-s^2)}{sr}=\frac{ts}{r} .$$

These are `a1` and `a2`, written without fractions. They say that $(s,r)$ satisfies both component equations, and it is normalised because $s^2+r^2=p+q=1$.

It remains to exclude a lower level. Both differences are positive and their product is $t^2$. For a level $E'=E-\delta$ with $\delta>0$,

$$(v_1-E')(v_2-E')=t^2+\delta\,\bigl[(v_1-E)+(v_2-E)+\delta\bigr]>t^2,$$

which contradicts the secular equation. Lean reaches the same contradiction by showing that the added term is positive (`hpos`) and zero (`hzero`).

## The gap at fixed density

Inserting the potential difference into the gap formula gives

$$(v_1-v_2)^2+4t^2=\frac{t^2\bigl[(q-p)^2+4pq\bigr]}{pq}=\frac{t^2(p+q)^2}{pq}=\frac{t^2}{pq} .$$

This is `key`, and its positive square root is $t/\sqrt{pq}$. In the ratio of two gaps the common factor $\sqrt{pq}$ cancels, which proves `gap_ratio`.

## The upper orbital, and a negative hopping parameter

The same argument applies to the upper orbital. If it has density $(p,q)$, then $v_1+v_2-2E\le0$, so $ab=-\sqrt{pq}$ and the potential difference changes sign: $v_1-v_2=-t(q-p)/\sqrt{pq}$.

For $t<0$ the inversion formula fails unless $p=q$. It holds with $|t|$ in place of $t$, because changing the sign of one site orbital changes the sign of $t$ and leaves the densities alone. As an example of the failure, take $t=-1$, $v_1=3/2$ and $v_2=0$. The levels are $-1/2$ and $2$, and the normalised ground state $(1,-2)/\sqrt5$ has density $(1/5,4/5)$. The formula would give $v_1-v_2=-3/2$, which has the wrong sign.
